# The Slater-type geminal 1 + (1 − e^(−γr))/(2γ), γ ≠ 0, has slope 1/2 and second derivative −γ/2 at r = 0

The declaration `slaterGeminal_derivatives` concerns the correlation factor 1 + (1 − e^(−γr))/(2γ), where r stands for the distance between two electrons and γ is an inverse length. It states that at coalescence, r = 0, the factor has first derivative 1/2 and second derivative −γ/2. The parameter γ may be any nonzero real number, and r is treated as a variable on the whole real line, so these are ordinary two-sided derivatives; no Hamiltonian or full wavefunction enters. The attempt first differentiates the exponential, uses this to show that the geminal's derivative is e^(−γr)/2 at every r, and then evaluates that function and its derivative at zero.

As first written in Lean, the proof fails:

```lean
import Mathlib

open Filter Topology

namespace SlaterGeminalDerivatives

noncomputable section

/-- The Slater-type geminal `1 + (1 - exp (-γ r)) / (2γ)` with inverse length `γ ≠ 0`. -/
def slaterGeminal (γ r : ℝ) : ℝ :=
  1 + (1 - Real.exp (-γ * r)) / (2 * γ)

/-- For `γ ≠ 0` the Slater-type geminal has slope `1/2` and second derivative `-γ/2`
at coalescence. -/
theorem slaterGeminal_derivatives {γ : ℝ} (hγ : γ ≠ 0) :
    deriv (slaterGeminal γ) 0 = 1 / 2 ∧ deriv (deriv (slaterGeminal γ)) 0 = -γ / 2 := by
  have hexp : ∀ r : ℝ, HasDerivAt (fun x => Real.exp (-γ * x))
      (Real.exp (-γ * r) * (-γ)) r := fun r =>
    HasDerivAt.exp (by simpa using (hasDerivAt_id' r).const_mul (-γ))
  have h1 : deriv (slaterGeminal γ) = fun r => Real.exp (-γ * r) / 2 := by
    funext r
    have h : HasDerivAt (slaterGeminal γ) (-(Real.exp (-γ * r) * (-γ)) / (2 * γ)) r :=
      (((hexp r).const_sub 1).div_const (2 * γ)).const_add 1
    rw [h.deriv]
    field_simp
  rw [h1]
  refine ⟨by simp, ?_⟩
  rw [((hexp 0).div_const 2).deriv]
  simp

end

end SlaterGeminalDerivatives
```

The compiler's answer:

```
Main.lean:19:23: error: Type mismatch: After simplification, term
  HasDerivAt.const_mul (-γ) (hasDerivAt_id' r)
 has type
  HasDerivAt (fun y => -(γ * y)) (-γ) r
but is expected to have type
  HasDerivAt (HMul.hMul (-γ)) (-γ) r
```

Cause. The one error arises in `hexp`, where `simpa` must supply the derivative of the linear exponent. After simplification the derivative value is `-γ` on both sides, but the functions differ in form. In the supplied term, `simp` has moved the minus sign outside the product, giving `fun y => -(γ * y)`. In the expected type the function is the partial application `HMul.hMul (-γ)`, with no second argument displayed, so the same rewrite has no complete product to act on. The two functions are mathematically equal, but `simpa` does not identify them in its final comparison.

The repair does without `simp`. `const_mul` gives the function `fun y => -γ * y` with derivative `-γ * 1`; `congr_deriv (mul_one (-γ))` changes only that value to `-γ` and leaves the function alone. Applying `.exp` then gives the derivative that `hexp` states.

The change, after which it compiles:

```diff
@@ -17,5 +17,5 @@
   have hexp : ∀ r : ℝ, HasDerivAt (fun x => Real.exp (-γ * x))
       (Real.exp (-γ * r) * (-γ)) r := fun r =>
-    HasDerivAt.exp (by simpa using (hasDerivAt_id' r).const_mul (-γ))
+    (((hasDerivAt_id' r).const_mul (-γ)).congr_deriv (mul_one (-γ))).exp
   have h1 : deriv (slaterGeminal γ) = fun r => Real.exp (-γ * r) / 2 := by
     funext r
```
